# Majorana's reduction of the Thomas–Fermi equation to a first-order relation between two variables

To compute the screening function of a Thomas–Fermi atom, one can integrate a first-order equation for one of Majorana's two variables in terms of the other, wherever the first is a differentiable function of the second, and then recover the radius by a further integration, instead of solving a second-order equation in the radius. The file below proves the relations on which these steps rest.

In Lean 4 with Mathlib:

```lean
import Mathlib

open Set Filter Topology

namespace MajoranaReduction

noncomputable section

/-- The numerical constant `(16/3)^(1/3)` in Majorana's slope variable. -/
def slopeC : ℝ := (16 / 3 : ℝ) ^ (1 / 3 : ℝ)

/-- Majorana's variable `t = (x³ φ / 144)^(1/6)`. -/
def majT (φ : ℝ → ℝ) (x : ℝ) : ℝ := (x ^ 3 * φ x / 144) ^ (1 / 6 : ℝ)

/-- Majorana's variable `u = -(16/3)^(1/3) φ' φ^(-4/3)`. -/
def majU (φ : ℝ → ℝ) (x : ℝ) : ℝ := -slopeC * deriv φ x * φ x ^ (-4 / 3 : ℝ)

/-- A positive, twice differentiable screening function that obeys the Thomas-Fermi equation
`φ'' = φ^(3/2) / √x` at every point of `I`. -/
def IsThomasFermiOn (φ : ℝ → ℝ) (I : Set ℝ) : Prop :=
  ∀ x ∈ I, 0 < φ x ∧ DifferentiableAt ℝ φ x ∧ DifferentiableAt ℝ (deriv φ) x ∧
    deriv (deriv φ) x = φ x ^ (3 / 2 : ℝ) / √x

/-- For a nonnegative base, a natural-number power of a real power multiplies the exponents. -/
lemma rpow_pow {y : ℝ} (hy : 0 ≤ y) (p : ℝ) (n : ℕ) : (y ^ p) ^ n = y ^ (p * (n : ℝ)) := by
  rw [Real.rpow_mul hy, Real.rpow_natCast]

lemma slopeC_pos : 0 < slopeC := Real.rpow_pos_of_pos (by norm_num) _

lemma slopeC_cube : slopeC ^ 3 = 16 / 3 := by
  unfold slopeC
  rw [rpow_pow (by norm_num), show (1 / 3 : ℝ) * ((3 : ℕ) : ℝ) = 1 by norm_num, Real.rpow_one]

lemma majT_pos {φ : ℝ → ℝ} {x : ℝ} (hx : 0 < x) (h : 0 < φ x) : 0 < majT φ x :=
  Real.rpow_pos_of_pos (by positivity) _

lemma majT_pow_six {φ : ℝ → ℝ} {x : ℝ} (hx : 0 < x) (h : 0 < φ x) :
    majT φ x ^ 6 = x ^ 3 * φ x / 144 := by
  unfold majT
  rw [rpow_pow (by positivity), show (1 / 6 : ℝ) * ((6 : ℕ) : ℝ) = 1 by norm_num, Real.rpow_one]

lemma rpow_cube {y : ℝ} (hy : 0 < y) : (y ^ (-4 / 3 : ℝ)) ^ 3 = (y ^ 4)⁻¹ := by
  rw [rpow_pow hy.le, show (-4 / 3 : ℝ) * ((3 : ℕ) : ℝ) = -((4 : ℕ) : ℝ) by norm_num,
    Real.rpow_neg hy.le, Real.rpow_natCast]

lemma rpow_sq {y : ℝ} (hy : 0 < y) : (y ^ (3 / 2 : ℝ)) ^ 2 = y ^ 3 := by
  rw [rpow_pow hy.le, show (3 / 2 : ℝ) * ((2 : ℕ) : ℝ) = ((3 : ℕ) : ℝ) by norm_num,
    Real.rpow_natCast]

/-- The combination `t² u` is minus one third of the logarithmic slope `x φ' / φ`. -/
theorem majT_sq_mul_majU {φ : ℝ → ℝ} {x : ℝ} (hx : 0 < x) (h : 0 < φ x) :
    majT φ x ^ 2 * majU φ x = -(x * deriv φ x) / (3 * φ x) := by
  have ht := majT_pos hx h
  have hc := slopeC_pos
  have hw : 0 < φ x ^ (-4 / 3 : ℝ) := Real.rpow_pos_of_pos h _
  -- compare the cubes of two positive numbers
  have key : majT φ x ^ 2 * slopeC * φ x ^ (-4 / 3 : ℝ) = x / (3 * φ x) := by
    refine (pow_left_inj₀ (by positivity) (by positivity) three_ne_zero).1 ?_
    calc (majT φ x ^ 2 * slopeC * φ x ^ (-4 / 3 : ℝ)) ^ 3
        = majT φ x ^ 6 * slopeC ^ 3 * (φ x ^ (-4 / 3 : ℝ)) ^ 3 := by ring
      _ = (x / (3 * φ x)) ^ 3 := by
        rw [majT_pow_six hx h, slopeC_cube, rpow_cube h]
        field_simp
        ring
  calc majT φ x ^ 2 * majU φ x
      = -deriv φ x * (majT φ x ^ 2 * slopeC * φ x ^ (-4 / 3 : ℝ)) := by unfold majU; ring
    _ = -(x * deriv φ x) / (3 * φ x) := by rw [key]; ring

/-- In Majorana's variables the Thomas-Fermi source term `φ^(3/2)/√x`, multiplied by
`(16/3)^(1/3) φ^(-4/3)`, becomes `4 t / x`. -/
theorem source_term {φ : ℝ → ℝ} {x : ℝ} (hx : 0 < x) (h : 0 < φ x) :
    slopeC * φ x ^ (-4 / 3 : ℝ) * (φ x ^ (3 / 2 : ℝ) / √x) = 4 * majT φ x / x := by
  have ht := majT_pos hx h
  have hc := slopeC_pos
  have hw : 0 < φ x ^ (-4 / 3 : ℝ) := Real.rpow_pos_of_pos h _
  have hq : 0 < φ x ^ (3 / 2 : ℝ) := Real.rpow_pos_of_pos h _
  -- compare sixth powers
  refine (pow_left_inj₀ (by positivity) (by positivity) (show (6 : ℕ) ≠ 0 by norm_num)).1 ?_
  calc (slopeC * φ x ^ (-4 / 3 : ℝ) * (φ x ^ (3 / 2 : ℝ) / √x)) ^ 6
      = (slopeC ^ 3) ^ 2 * ((φ x ^ (-4 / 3 : ℝ)) ^ 3) ^ 2 *
          (((φ x ^ (3 / 2 : ℝ)) ^ 2) ^ 3 / (√x ^ 2) ^ 3) := by ring
    _ = 4096 * (x ^ 3 * φ x / 144) / x ^ 6 := by
      rw [slopeC_cube, rpow_cube h, rpow_sq h, Real.sq_sqrt hx.le]
      field_simp
      ring
    _ = (4 * majT φ x / x) ^ 6 := by rw [← majT_pow_six hx h]; ring

/-- At a point `x > 0` where `φ` is positive and differentiable, `t' = t (1 - t² u) / (2x)`. -/
theorem hasDerivAt_majT {φ : ℝ → ℝ} {x : ℝ} (hx : 0 < x) (h : 0 < φ x)
    (hd : DifferentiableAt ℝ φ x) :
    HasDerivAt (majT φ) (majT φ x * (1 - majT φ x ^ 2 * majU φ x) / (2 * x)) x := by
  have hne : x ^ 3 * φ x / 144 ≠ 0 := by positivity
  have h3 : HasDerivAt (fun y : ℝ => y ^ 3) (3 * x ^ 2) x := by simpa using hasDerivAt_pow 3 x
  have hf : HasDerivAt (fun y => y ^ 3 * φ y / 144)
      ((3 * x ^ 2 * φ x + x ^ 3 * deriv φ x) / 144) x :=
    (h3.fun_mul hd.hasDerivAt).div_const 144
  have hr : (x ^ 3 * φ x / 144) ^ ((1 / 6 : ℝ) - 1) = majT φ x / (x ^ 3 * φ x / 144) :=
    Real.rpow_sub_one hne _
  have h2 : HasDerivAt (majT φ) ((3 * x ^ 2 * φ x + x ^ 3 * deriv φ x) / 144 * (1 / 6 : ℝ) *
      (x ^ 3 * φ x / 144) ^ ((1 / 6 : ℝ) - 1)) x := hf.rpow_const (Or.inl hne)
  refine h2.congr_deriv ?_
  rw [hr, majT_sq_mul_majU hx h]
  field_simp
  ring

/-- At a point `x > 0` where `φ` is positive and twice differentiable, `u' = 4 t² u² / x -
(16/3)^(1/3) φ^(-4/3) φ''`. -/
theorem hasDerivAt_majU {φ : ℝ → ℝ} {x : ℝ} (hx : 0 < x) (h : 0 < φ x)
    (hd : DifferentiableAt ℝ φ x) (hdd : DifferentiableAt ℝ (deriv φ) x) :
    HasDerivAt (majU φ) (4 * majT φ x ^ 2 * majU φ x ^ 2 / x -
      slopeC * φ x ^ (-4 / 3 : ℝ) * deriv (deriv φ) x) x := by
  have h2 : HasDerivAt (majU φ) (-slopeC * deriv (deriv φ) x * φ x ^ (-4 / 3 : ℝ) +
      -slopeC * deriv φ x * (deriv φ x * (-4 / 3 : ℝ) * φ x ^ ((-4 / 3 : ℝ) - 1))) x :=
    (hdd.hasDerivAt.const_mul (-slopeC)).fun_mul (hd.hasDerivAt.rpow_const (Or.inl h.ne'))
  refine h2.congr_deriv ?_
  have e : 4 * majT φ x ^ 2 * majU φ x ^ 2 / x
      = 4 * (majT φ x ^ 2 * majU φ x) * majU φ x / x := by ring
  rw [Real.rpow_sub_one h.ne', e, majT_sq_mul_majU hx h]
  unfold majU
  generalize φ x ^ (-4 / 3 : ℝ) = w
  field_simp
  ring

/-- At a point `x > 0` where `φ` is positive and twice differentiable, the equation `u' = 4 t (t u²
- 1) / x` is equivalent to the Thomas-Fermi equation. -/
theorem majU_equation_iff {φ : ℝ → ℝ} {x : ℝ} (hx : 0 < x) (h : 0 < φ x)
    (hd : DifferentiableAt ℝ φ x) (hdd : DifferentiableAt ℝ (deriv φ) x) :
    HasDerivAt (majU φ) (4 * majT φ x * (majT φ x * majU φ x ^ 2 - 1) / x) x ↔
      deriv (deriv φ) x = φ x ^ (3 / 2 : ℝ) / √x := by
  have hu := hasDerivAt_majU hx h hd hdd
  have hs := source_term hx h
  constructor
  · intro h'
    have e := hu.unique h'
    have hcw : slopeC * φ x ^ (-4 / 3 : ℝ) ≠ 0 :=
      (mul_pos slopeC_pos (Real.rpow_pos_of_pos h _)).ne'
    apply mul_left_cancel₀ hcw
    rw [hs]
    linear_combination -e
  · intro e
    refine hu.congr_deriv ?_
    rw [e, hs]
    ring

/-- Majorana reduction: along a Thomas-Fermi solution at positive `x`, `t` and `u` obey
`t' = t (1 - t² u)/(2x)` and `u' = 4 t (t u² - 1)/x`, and
`(1 - t² u) u' = 8 (t u² - 1) t'`. -/
theorem majorana_reduction {φ : ℝ → ℝ} {I : Set ℝ} (hI : I ⊆ Ioi 0)
    (hφ : IsThomasFermiOn φ I) : ∀ x ∈ I,
    HasDerivAt (majT φ) (majT φ x * (1 - majT φ x ^ 2 * majU φ x) / (2 * x)) x ∧
    HasDerivAt (majU φ) (4 * majT φ x * (majT φ x * majU φ x ^ 2 - 1) / x) x ∧
    (1 - majT φ x ^ 2 * majU φ x) * deriv (majU φ) x =
      8 * (majT φ x * majU φ x ^ 2 - 1) * deriv (majT φ) x := by
  intro x hxI
  have hx : 0 < x := hI hxI
  obtain ⟨h, hd, hdd, e⟩ := hφ x hxI
  have ht := hasDerivAt_majT hx h hd
  have hu := (majU_equation_iff hx h hd hdd).2 e
  refine ⟨ht, hu, ?_⟩
  rw [ht.deriv, hu.deriv]
  ring

/-- If `u = U(t)` near a point `x > 0` of a Thomas-Fermi solution, and `U` is differentiable at the
value of `t` at `x`, then `U` obeys there the first-order equation `(1 - t² U) dU/dt = 8 (t U² -
1)`. -/
theorem first_order_equation {φ U : ℝ → ℝ} {I : Set ℝ} {x dU : ℝ} (hI : I ⊆ Ioi 0)
    (hφ : IsThomasFermiOn φ I) (hxI : x ∈ I) (hU : HasDerivAt U dU (majT φ x))
    (hUt : majU φ =ᶠ[𝓝 x] fun y => U (majT φ y)) :
    (1 - majT φ x ^ 2 * U (majT φ x)) * dU = 8 * (majT φ x * U (majT φ x) ^ 2 - 1) := by
  have hx : 0 < x := hI hxI
  obtain ⟨ht, hu, -⟩ := majorana_reduction hI hφ x hxI
  have hpos := majT_pos hx (hφ x hxI).1
  have hux : majU φ x = U (majT φ x) := hUt.self_of_nhds
  -- the chain rule gives a second expression for u'
  have e := ((hU.comp x ht).congr_of_eventuallyEq hUt).unique hu
  rw [← hux]
  have hne : majT φ x / (2 * x) ≠ 0 := by positivity
  apply mul_left_cancel₀ hne
  linear_combination e

/-- Under the scaling `φ(x) → k³ φ(k x)`, the values of `t` and `u` at `x` become
their original values at `k x`. -/
theorem scaling {φ : ℝ → ℝ} {k x : ℝ} (hk : 0 < k) (h : 0 < φ (k * x))
    (hd : DifferentiableAt ℝ φ (k * x)) :
    majT (fun y => k ^ 3 * φ (k * y)) x = majT φ (k * x) ∧
    majU (fun y => k ^ 3 * φ (k * y)) x = majU φ (k * x) := by
  constructor
  · unfold majT
    congr 1
    ring
  · have hl : HasDerivAt (fun y : ℝ => k * y) k x := by
      simpa using (hasDerivAt_id' x).const_mul k
    have hD : HasDerivAt (fun y => k ^ 3 * φ (k * y)) (k ^ 3 * (deriv φ (k * x) * k)) x :=
      (HasDerivAt.comp (h := fun y : ℝ => k * y) x hd.hasDerivAt hl).const_mul (k ^ 3)
    have hp : (k ^ 3) ^ (-4 / 3 : ℝ) = (k ^ 4)⁻¹ := by
      calc (k ^ 3) ^ (-4 / 3 : ℝ) = k ^ (((3 : ℕ) : ℝ) * (-4 / 3 : ℝ)) := by
            rw [Real.rpow_mul hk.le, Real.rpow_natCast]
        _ = k ^ (-((4 : ℕ) : ℝ)) := by
            rw [show ((3 : ℕ) : ℝ) * (-4 / 3 : ℝ) = -((4 : ℕ) : ℝ) by norm_num]
        _ = (k ^ 4)⁻¹ := by rw [Real.rpow_neg hk.le, Real.rpow_natCast]
    show -slopeC * deriv (fun y => k ^ 3 * φ (k * y)) x * (k ^ 3 * φ (k * x)) ^ (-4 / 3 : ℝ)
      = -slopeC * deriv φ (k * x) * φ (k * x) ^ (-4 / 3 : ℝ)
    rw [hD.deriv, Real.mul_rpow (by positivity) h.le, hp]
    generalize φ (k * x) ^ (-4 / 3 : ℝ) = w
    field_simp

/-- The function `144 / x³` solves the Thomas-Fermi equation for all `x > 0`, and
has `t = 1` and `u = 1` throughout. -/
theorem majorana_reduction_witness :
    IsThomasFermiOn (fun x => 144 / x ^ 3) (Ioi 0) ∧
    ∀ x : ℝ, 0 < x → majT (fun x => 144 / x ^ 3) x = 1 ∧ majU (fun x => 144 / x ^ 3) x = 1 := by
  have h1 : ∀ x : ℝ, 0 < x → HasDerivAt (fun x : ℝ => 144 / x ^ 3) (-432 / x ^ 4) x := by
    intro x hx
    have h3 : HasDerivAt (fun y : ℝ => y ^ 3) (3 * x ^ 2) x := by simpa using hasDerivAt_pow 3 x
    refine ((hasDerivAt_const x (144 : ℝ)).fun_div h3 (by positivity)).congr_deriv ?_
    field_simp
    ring
  constructor
  · intro x hx
    have hx : 0 < x := hx
    have h4 : HasDerivAt (fun y : ℝ => y ^ 4) (4 * x ^ 3) x := by simpa using hasDerivAt_pow 4 x
    have h2 : HasDerivAt (fun x : ℝ => -432 / x ^ 4) (1728 / x ^ 5) x := by
      refine ((hasDerivAt_const x (-432 : ℝ)).fun_div h4 (by positivity)).congr_deriv ?_
      field_simp
      ring
    have he : deriv (fun x : ℝ => 144 / x ^ 3) =ᶠ[𝓝 x] fun x => -432 / x ^ 4 := by
      filter_upwards [Ioi_mem_nhds hx] with y hy using (h1 y hy).deriv
    have hdd := h2.congr_of_eventuallyEq he
    have hp : (0 : ℝ) < 144 / x ^ 3 := by positivity
    refine ⟨hp, (h1 x hx).differentiableAt, hdd.differentiableAt, ?_⟩
    rw [hdd.deriv]
    show 1728 / x ^ 5 = (144 / x ^ 3) ^ (3 / 2 : ℝ) / √x
    -- compare squares
    refine (pow_left_inj₀ (by positivity) (by positivity) two_ne_zero).1 ?_
    rw [div_pow _ (√x), rpow_sq hp, Real.sq_sqrt hx.le]
    field_simp
    norm_num
  · intro x hx
    have hp : (0 : ℝ) < 144 / x ^ 3 := by positivity
    have ht : majT (fun x => 144 / x ^ 3) x = 1 := by
      show (x ^ 3 * (144 / x ^ 3) / 144) ^ (1 / 6 : ℝ) = 1
      rw [show x ^ 3 * (144 / x ^ 3) / 144 = 1 by field_simp, Real.one_rpow]
    have hu := majT_sq_mul_majU (φ := fun x => 144 / x ^ 3) hx hp
    rw [ht, (h1 x hx).deriv, one_pow, one_mul] at hu
    refine ⟨ht, hu.trans ?_⟩
    show -(x * (-432 / x ^ 4)) / (3 * (144 / x ^ 3)) = 1
    field_simp
    norm_num

end

end MajoranaReduction
```

```lean
#print axioms MajoranaReduction.first_order_equation
#print axioms MajoranaReduction.scaling
```

```
'MajoranaReduction.first_order_equation' depends on axioms: [propext, Classical.choice, Quot.sound]
'MajoranaReduction.scaling' depends on axioms: [propext, Classical.choice, Quot.sound]
```

## The atom behind the equation

In a neutral Thomas–Fermi atom the screened potential energy of an electron is, in Gaussian units, $-Ze^2\varphi(x)/r$, where $x$ is the distance $r$ from the nucleus in units of a length proportional to $Z^{-1/3}$. The screening function $\varphi$ obeys

$$\varphi''=\frac{\varphi^{3/2}}{\sqrt x},$$

with primes for derivatives in $x$. This is Poisson's equation with the electron density taken, at each point, from a uniform gas of non-interacting electrons filled up to the local Fermi energy. The file assumes the equation and does not derive it from a many-electron problem.

Let $c=(16/3)^{1/3}$. Majorana's variables are

$$t=\left(\frac{x^3\varphi}{144}\right)^{1/6},\qquad u=-c\,\varphi'\varphi^{-4/3}.$$

For a neutral atom $\varphi(0)=1$, so the limit of $u$ at the nucleus is $-c\,\varphi'(0)$. Within this semiclassical model, without exchange or gradient corrections, that slope fixes the total energy, which is the leading term for non-relativistic atoms at large $Z$.

## From the second-order equation to the first-order relation

Take $x>0$ and $\varphi>0$. Two algebraic identities come first. Since $t^6=x^3\varphi/144$ and $c^3=16/3$,

$$\left(t^2c\,\varphi^{-4/3}\right)^3=\frac{x^3\varphi}{144}\cdot\frac{16}{3}\cdot\frac1{\varphi^4}=\left(\frac{x}{3\varphi}\right)^3 .$$

Both bases are positive, so they are equal. Multiplying by $-\varphi'$ gives

$$t^2u=-\frac{x\varphi'}{3\varphi}.\tag{1}$$

The second identity concerns the right-hand side of the Thomas–Fermi equation:

$$\left(c\,\varphi^{-4/3}\frac{\varphi^{3/2}}{\sqrt x}\right)^6=\frac{256}{9}\,\frac{\varphi}{x^3}=\frac{4096}{x^6}\cdot\frac{x^3\varphi}{144}=\left(\frac{4t}{x}\right)^6 .$$

Again both bases are positive, hence

$$c\,\varphi^{-4/3}\frac{\varphi^{3/2}}{\sqrt x}=\frac{4t}{x}.\tag{2}$$

Logarithmic differentiation of $t$, followed by (1), gives

$$\frac{t'}{t}=\frac16\left(\frac3x+\frac{\varphi'}{\varphi}\right)=\frac{1}{2x}\left(1+\frac{x\varphi'}{3\varphi}\right)=\frac{1-t^2u}{2x}.$$

The Thomas–Fermi equation has not been used so far. Differentiating $u$ gives

$$u'=-c\,\varphi^{-4/3}\varphi''-\frac43\,\frac{\varphi'}{\varphi}\,u=\frac{4t^2u^2}{x}-c\,\varphi^{-4/3}\varphi'',$$

because (1) says that $\varphi'/\varphi=-3t^2u/x$. Now insert the Thomas–Fermi equation and use (2):

$$u'=\frac{4t^2u^2}{x}-\frac{4t}{x}=\frac{4t(tu^2-1)}{x}.$$

Both $(1-t^2u)\,u'$ and $8(tu^2-1)\,t'$ are therefore equal to $4t(1-t^2u)(tu^2-1)/x$, so

$$(1-t^2u)\,u'=8(tu^2-1)\,t'.$$

If $u=U(t)$ near the point, the chain rule gives $u'=U'(t)\,t'$. Inserting the formulas for $t'$ and $u'$ and dividing by the positive number $t/(2x)$ leaves

$$(1-t^2U)\,\frac{dU}{dt}=8(tU^2-1),$$

in which $x$ no longer appears. The division is by $t/(2x)$ and not by $t'$, so the equation also holds where $t'=0$.

## What the theorems say

The screening function is a map `φ : ℝ → ℝ`, and `deriv φ` is its slope. The definitions `majT`, `majU` and `slopeC` are $t$, $u$ and $c$, written with real powers. The hypothesis `IsThomasFermiOn φ I` says that at each point of the set `I` the function is positive, it and its slope are differentiable, and the Thomas–Fermi equation holds. The condition `I ⊆ Ioi 0` keeps `I` among the positive $x$; any open interval of positive $x$ is allowed.

For every `x ∈ I`, `majorana_reduction` gives the two derivative formulas and the relation between them. A statement `HasDerivAt f a x` means that $f$ is differentiable at $x$ with derivative $a$.

The theorem `first_order_equation` takes the function `U` as given, with derivative `dU` at the current value of $t$, and requires $u=U(t)$ in a neighbourhood of $x$. It does not construct `U`, nor does it recover $\varphi$ from it. In a calculation, the formula for $t'$ supplies that step: where $t^2U\neq1$, one integrates $dx/x=2\,dt/[t(1-t^2U)]$ and then sets $\varphi=144\,t^6/x^3$, with the constant of integration fixed by $\varphi(0)=1$ for a neutral atom. The theorems themselves use no boundary conditions, exclude the nucleus at $x=0$, and do not address the existence of an atomic solution.

The theorem `scaling` states that replacing $\varphi(x)$ by $k^3\varphi(kx)$, with $k>0$, changes the values of $t$ and $u$ at $x$ into the original values at $kx$. It needs only positivity and differentiability of $\varphi$ at $kx$. A family of functions related by this scaling thus traces the same values in the $(t,u)$ plane, which fits the absence of $x$ from the equation for $U$.

Finally, `majorana_reduction_witness` shows that $144/x^3$ satisfies the hypothesis for all $x>0$ and has $t=u=1$ throughout. This function diverges at the nucleus, so it is not the screening function of a neutral atom. At $t=u=1$ both sides of the equation for $U$ vanish, so the equation at that single point does not determine the slope $m=dU/dt$. For smooth $U$, differentiating the equation once in $t$ gives $m^2+18m+8=0$ there, so $m=-9\pm\sqrt{73}$. The neutral atom approaches $t=u=1$ as $x\to\infty$, and its curve has the slope $m=-9+\sqrt{73}$ there; a numerical integration from this point towards the nucleus can start with that value. The file does not prove these statements.

## How the proof follows the calculation

The lemmas `slopeC_cube`, `majT_pow_six`, `rpow_cube` and `rpow_sq` turn fractional powers into integer ones. With them, `majT_sq_mul_majU` proves (1) and `source_term` proves (2). Both use `pow_left_inj₀`, which infers the equality of two nonnegative numbers from the equality of their cubes or sixth powers.

In `hasDerivAt_majT`, the product and power rules give the derivative of $t$, and (1) brings it into the stated form. The theorem `hasDerivAt_majU` does the same for $u$ and leaves $\varphi''$ in place, so it holds for any positive, twice differentiable function.

The Thomas–Fermi equation enters in `majU_equation_iff`, which proves an equivalence. In one direction, the equation and (2) give the formula for $u'$. In the other, the uniqueness of the derivative equates the two expressions for $u'$, and cancelling the positive factor $c\,\varphi^{-4/3}$ returns the Thomas–Fermi equation at that point.

The proof of `majorana_reduction` combines these results, and `ring` verifies the final relation after both derivatives have been substituted. In `first_order_equation`, `hU.comp` is the chain rule; its result is compared with the known $u'$, and the factor $t/(2x)$ is cancelled.

For `scaling`, the derivative of the rescaled function is $k^4\varphi'(kx)$, and the factor $(k^3)^{-4/3}=k^{-4}$ removes the $k^4$. For the explicit solution, the proof computes $\varphi''=1728/x^5$ and compares squares to match it with $\varphi^{3/2}/\sqrt x$. The value $t=1$ follows from the definition, and (1) then gives $u=1$.
